# A first-order magnetic transition in the energy $am^2+bm^4\ln m$ with $b>0$

Take $b=1$ and $a=1/(2e)\approx0.184$. The energy of a magnet with moment $m>0$ is then

$$f(m)=m^2\left(\frac1{2e}+m^2\ln m\right).$$

The function $m^2\ln m$ has its lowest value, $-1/(2e)$, at $m=e^{-1/2}\approx0.607$. The bracket therefore vanishes at that moment and is positive at every other. The magnetised state at $0.607$ has the same energy as the nonmagnetic one, with a barrier between them. If $a$ is lowered slightly, the magnetised side wins, and the moment does not grow from zero but jumps.

```lean
import Mathlib

open Real

namespace StonerLogTransition

noncomputable section
```

## The energy and its parameters

For general $a$ and $b$ the energy is $f(m)=am^2+bm^4\ln m$, with $f(0)=0$. The coefficient $a$ is the inverse susceptibility up to a factor. In Stoner theory it is reduced by exchange, and the Stoner criterion for instability of the nonmagnetic state is its change of sign. The constant $b>0$ is the strength of a nonanalytic term, of the kind that soft particle-hole excitations produce in a clean three-dimensional itinerant ferromagnet at zero temperature. Both are given numbers here, not derived from an electronic Hamiltonian. The moment is dimensionless, and an ordinary $m^4$ term can be absorbed into its unit, since $\ln(m/m_0)=\ln m-\ln m_0$. There is no applied field, and the moment is a single uniform number.

In Lean, `energy a b m` is defined for every real `m`; the restriction to $m\ge0$ enters through the hypotheses.

```lean
/-- Magnetic energy `a m² + b m⁴ ln m` of a state with moment `m ≥ 0`;
at `m = 0` it is zero. -/
def energy (a b m : ℝ) : ℝ := a * m ^ 2 + b * m ^ 4 * log m
```

The transition will occur at $a_c=b/(2e)$, which is positive, so it comes before the Stoner instability as $a$ decreases.

```lean
/-- The critical value `b / (2e)` of the quadratic coefficient. -/
def criticalCoeff (b : ℝ) : ℝ := b / (2 * exp 1)
```

An equilibrium moment is a global minimiser of $f$ on $m\ge0$. A merely metastable state does not qualify.

```lean
/-- `m` is an equilibrium moment: it minimises the energy among all moments `x ≥ 0`. -/
def IsEquilibrium (a b m : ℝ) : Prop :=
  0 ≤ m ∧ ∀ x, 0 ≤ x → energy a b m ≤ energy a b x
```

At $m=0$ the energy is zero. Lean sets `log 0` to 0, which gives the physical limit; floating-point code that evaluates `0 * log(0)` typically gets NaN or an error and needs a separate branch.

```lean
lemma energy_zero (a b : ℝ) : energy a b 0 = 0 := by
  simp [energy]
```

Factoring out $m^2$ leaves a bracket that carries the sign:

$$f(m)=m^2\,(a+b\,m^2\ln m).$$

```lean
lemma energy_factor (a b m : ℝ) :
    energy a b m = m ^ 2 * (a + b * (m ^ 2 * log m)) := by
  unfold energy
  ring
```

## How negative the logarithm can make the energy

The exponential lies strictly above its tangent at zero: $t+1<e^t$ for $t\ne0$. Put $t=-(2\ln m+1)$, which is nonzero exactly when $m\ne e^{-1/2}$. Since $e^t=1/(e\,m^2)$,

$$-2\ln m<\frac{1}{e\,m^2},\qquad\text{so}\qquad m^2\ln m>-\frac1{2e}.$$

The proof multiplies the tangent inequality by $m^2e>0$, with `he` recording that $e^t\,m^2e=1$.

```lean
/-- For positive `m` other than `exp (-1/2)`, the logarithmic term `m² ln m` lies
strictly above `-1/(2e)`. -/
theorem log_term_gt {m : ℝ} (hm : 0 < m) (hne : m ≠ exp (-1 / 2)) :
    -(1 / (2 * exp 1)) < m ^ 2 * log m := by
  have ht : -(2 * log m + 1) ≠ 0 := by
    intro h
    have hl : log m = -1 / 2 := by linarith
    exact hne (by rw [← hl, exp_log hm])
  -- the exponential lies strictly above its tangent at zero
  have h := Real.add_one_lt_exp ht
  have hm2 : m ^ 2 = exp (2 * log m) := by
    rw [two_mul, exp_add, exp_log hm]
    ring
  have he : exp (-(2 * log m + 1)) * (m ^ 2 * exp 1) = 1 := by
    rw [hm2, ← exp_add, ← exp_add, neg_add_cancel, exp_zero]
  have hp : 0 < m ^ 2 * exp 1 := by positivity
  have h2 := mul_lt_mul_of_pos_right h hp
  rw [he] at h2
  rw [← neg_div, div_lt_iff₀ (by positivity)]
  nlinarith [h2]
```

At the excluded moment, $m^2=e^{-1}$, $m^4=e^{-2}$ and $\ln m=-\tfrac12$, so

$$f(e^{-1/2})=\frac ae-\frac{b}{2e^2}=\frac1e\,(a-a_c).$$

```lean
/-- The energy at the moment `exp (-1/2)` is `(a - b/(2e)) / e`. -/
theorem energy_at_jump (a b : ℝ) :
    energy a b (exp (-1 / 2)) = exp (-1) * (a - criticalCoeff b) := by
  have h2 : exp (-1 / 2) ^ 2 = exp (-1) := by
    rw [sq, ← exp_add]
    norm_num
  have h4 : exp (-1 / 2) ^ 4 = exp (-1) * exp (-1) := by
    rw [← h2]
    ring
  unfold energy criticalCoeff
  rw [log_exp, h2, h4, Real.exp_neg]
  ring
```

Now let $a\ge a_c$. For $m>0$ other than $e^{-1/2}$, the bound on the logarithmic term gives

$$f(m)>m^2(a-a_c)\ge0.$$

```lean
lemma energy_pos {a b m : ℝ} (hb : 0 < b) (ha : criticalCoeff b ≤ a) (hm : 0 < m)
    (hne : m ≠ exp (-1 / 2)) : 0 < energy a b m := by
  have h := mul_lt_mul_of_pos_left (log_term_gt hm hne) hb
  have e : b * -(1 / (2 * exp 1)) = -criticalCoeff b := by
    unfold criticalCoeff
    ring
  rw [energy_factor]
  exact mul_pos (by positivity) (by linarith)
```

The two remaining moments, $0$ and $e^{-1/2}$, have energies $0$ and $(a-a_c)/e$. Hence $f\ge0$ on all of $m\ge0$.

```lean
lemma energy_nonneg {a b m : ℝ} (hb : 0 < b) (ha : criticalCoeff b ≤ a) (hm : 0 ≤ m) :
    0 ≤ energy a b m := by
  rcases hm.eq_or_lt with h | h
  · rw [← h, energy_zero]
  · by_cases hne : m = exp (-1 / 2)
    · rw [hne, energy_at_jump]
      exact mul_nonneg (exp_pos _).le (by linarith)
    · exact (energy_pos hb ha h hne).le
```

## The critical coefficient

If some $m>0$ has $f(m)<0$, then $a\ge a_c$ is impossible by the previous step. Conversely, if $a<a_c$, the moment $e^{-1/2}$ has negative energy. So a magnetised state beats the nonmagnetic one exactly when $a<b/(2e)$.

```lean
/-- For `b > 0`, some magnetised state has negative energy exactly when `a < b/(2e)`. -/
theorem exists_energy_neg_iff {a b : ℝ} (hb : 0 < b) :
    (∃ m, 0 < m ∧ energy a b m < 0) ↔ a < criticalCoeff b := by
  constructor
  · rintro ⟨m, hm, hneg⟩
    by_contra h
    exact absurd (energy_nonneg hb (not_lt.mp h) hm.le) (not_le_of_gt hneg)
  · intro h
    refine ⟨exp (-1 / 2), exp_pos _, ?_⟩
    rw [energy_at_jump]
    exact mul_neg_of_pos_of_neg (exp_pos _) (by linarith)
```

At $a=a_c$ the same estimates show that $f\ge0$, and that among positive moments only $e^{-1/2}$ has zero energy.

```lean
/-- For `b > 0` and `a = b/(2e)`, the energy of a magnetised state is nonnegative and
vanishes only at the moment `exp (-1/2)`. -/
theorem energy_at_critical {b m : ℝ} (hb : 0 < b) (hm : 0 < m) :
    0 ≤ energy (criticalCoeff b) b m ∧
      (energy (criticalCoeff b) b m = 0 ↔ m = exp (-1 / 2)) := by
  refine ⟨energy_nonneg hb le_rfl hm.le, fun h => ?_, fun h => ?_⟩
  · by_contra hne
    exact (energy_pos hb le_rfl hm hne).ne' h
  · rw [h, energy_at_jump, sub_self, mul_zero]
```

## A nonmagnetic state that survives as metastable

From $\ln m\ge1-1/m$ we get $m^2\ln m\ge m^2-m$, and hence

$$a+b\,m^2\ln m\ \ge\ (a-bm)+bm^2\ >\ 0\qquad\text{for }0<m<a/b.$$

This range is nonempty only for $a>0$. For $0<a<a_c$ the nonmagnetic state is thus a local minimum but not the global one.

```lean
/-- For `b > 0`, the nonmagnetic state has lower energy than every state with
moment `0 < m < a/b`. -/
theorem nonmagnetic_locally_stable {a b m : ℝ} (hb : 0 < b) (hm : 0 < m)
    (hma : m < a / b) : energy a b 0 < energy a b m := by
  have h1 : m * b < a := (lt_div_iff₀ hb).mp hma
  have h2 := mul_le_mul_of_nonneg_left (Real.one_sub_inv_le_log_of_pos hm) (sq_nonneg m)
  have h3 : m ^ 2 * (1 - m⁻¹) = m ^ 2 - m := by
    field_simp
  rw [h3] at h2
  have h4 := mul_le_mul_of_nonneg_left h2 hb.le
  have h5 : 0 < b * m ^ 2 := by positivity
  rw [energy_zero, energy_factor]
  exact mul_pos (by positivity) (by nlinarith)
```

The same situation can arise in fixed-spin-moment calculations, where the energy is computed at prescribed moments. In the present model with $b=1$ and $a=0.1$, a downhill search with small steps from $m=0.1$ ends at $m=0$, although $f(e^{-1/2})\approx-0.031$. A scan confined to small moments would miss such a magnetised state, and a self-consistent run should also be started from a large moment.

## An equilibrium exists for every $a$

Writing $m^4\ln m=m^3\,(m\ln m)$ shows that $f$ is continuous down to $m=0$, so it has a minimiser on $[0,R]$ with $R=e^{|a|/b}$. For $x\ge R$ we have $x\ge1$ and $b\ln x\ge|a|$, so $a+b\,x^2\ln x\ge a+|a|\ge0$ and $f(x)\ge0=f(0)$. No state beyond $R$ lies below the minimiser already found.

```lean
/-- For `b > 0` and any `a`, an equilibrium moment exists. -/
theorem exists_equilibrium (a : ℝ) {b : ℝ} (hb : 0 < b) : ∃ m, IsEquilibrium a b m := by
  have hcont : Continuous (energy a b) := by
    have e : energy a b = fun m => a * m ^ 2 + b * m ^ 3 * (m * log m) := by
      funext m
      unfold energy
      ring
    rw [e]
    exact (by fun_prop : Continuous fun m : ℝ => a * m ^ 2).add
      ((by fun_prop : Continuous fun m : ℝ => b * m ^ 3).mul Real.continuous_mul_log)
  have hR : 1 ≤ exp (|a| / b) := Real.one_le_exp (by positivity)
  have h0 : (0 : ℝ) ∈ Set.Icc 0 (exp (|a| / b)) := ⟨le_rfl, (exp_pos _).le⟩
  obtain ⟨m, hm, hmin⟩ := isCompact_Icc.exists_isMinOn ⟨0, h0⟩ hcont.continuousOn
  refine ⟨m, hm.1, fun x hx => ?_⟩
  rcases le_total x (exp (|a| / b)) with h | h
  · exact isMinOn_iff.mp hmin x ⟨hx, h⟩
  · -- beyond the compact interval the energy is nonnegative
    have hx1 : 1 ≤ x := hR.trans h
    have hl : |a| / b ≤ log x := (Real.le_log_iff_exp_le (by linarith)).mpr h
    have hl2 : |a| ≤ log x * b := (div_le_iff₀ hb).mp hl
    have hs : 1 ≤ x ^ 2 := by nlinarith
    have hq := le_mul_of_one_le_left ((abs_nonneg a).trans hl2) hs
    have hpos : 0 ≤ energy a b x := by
      rw [energy_factor]
      exact mul_nonneg (sq_nonneg x) (by nlinarith [neg_abs_le a])
    have hz := isMinOn_iff.mp hmin 0 h0
    rw [energy_zero] at hz
    exact hz.trans hpos
```

## The jump

For $m>0$ the derivative is

$$f'(m)=2am+b\,(4m^3\ln m+m^3).$$

```lean
lemma hasDerivAt_energy (a b : ℝ) {m : ℝ} (hm : 0 < m) :
    HasDerivAt (energy a b) (a * (2 * m) + b * (4 * m ^ 3 * log m + m ^ 3)) m := by
  have h := ((hasDerivAt_pow 2 m).const_mul a).fun_add
    (((hasDerivAt_pow 4 m).const_mul b).fun_mul (Real.hasDerivAt_log hm.ne'))
  refine HasDerivAt.congr_deriv (f := energy a b) h ?_
  have e : m ^ 4 * m⁻¹ = m ^ 3 := by
    field_simp
  simp only [Nat.cast_ofNat, Nat.reduceSub]
  linear_combination b * e
```

The final theorem treats three cases.

- **$a>a_c$.** The only equilibrium moment is $0$. If a nonzero $m$ were one, then $f(m)\le0$. Replacing $a$ by the midpoint of $a$ and $a_c$ would make the energy at $m$ strictly negative with the coefficient still above $a_c$, which the criterion forbids.
- **$a=a_c$.** The equilibrium moments are exactly $0$ and $e^{-1/2}$, the two zeros of a nonnegative energy.
- **$a<a_c$.** Some state has negative energy, so a minimiser $m$ does too. It is therefore positive, and $f'(m)=0$. Eliminating $a$,

$$f(m)=f(m)-\frac m2f'(m)=-b\,m^4\left(\ln m+\tfrac12\right).$$

The left side is negative, so $\ln m>-\tfrac12$ and $m>e^{-1/2}$. In the code this identity is `hid`.

The last case bounds every equilibrium moment from below, without giving a formula for it or saying that there is only one. Together with existence, this makes the transition first order: no value of $a$ has an equilibrium moment strictly between $0$ and $e^{-1/2}$.

```lean
/-- For `b > 0`: if `a > b/(2e)`, zero is the only equilibrium moment; if `a = b/(2e)`, the
equilibrium moments are exactly zero and `exp (-1/2)`; if `a < b/(2e)`, any equilibrium moment
exceeds `exp (-1/2)`. -/
theorem first_order_transition {a b : ℝ} (hb : 0 < b) (m : ℝ) :
    (criticalCoeff b < a → (IsEquilibrium a b m ↔ m = 0)) ∧
    (a = criticalCoeff b → (IsEquilibrium a b m ↔ m = 0 ∨ m = exp (-1 / 2))) ∧
    (a < criticalCoeff b → IsEquilibrium a b m → exp (-1 / 2) < m) := by
  refine ⟨fun ha => ⟨fun h => ?_, fun h => ?_⟩, fun ha => ⟨fun h => ?_, fun h => ?_⟩,
    fun ha h => ?_⟩
  · by_contra hne
    have hle := h.2 0 le_rfl
    rw [energy_zero] at hle
    exact absurd ((exists_energy_neg_iff (a := (a + criticalCoeff b) / 2) hb).mp
      ⟨m, lt_of_le_of_ne h.1 (Ne.symm hne), by
        have hs : 0 < m ^ 2 := by positivity
        unfold energy at hle ⊢
        nlinarith [mul_pos hs (sub_pos.mpr ha)]⟩) (by linarith)
  · subst h
    exact ⟨le_rfl, fun x hx => by rw [energy_zero]; exact energy_nonneg hb ha.le hx⟩
  · by_contra hne
    rw [not_or] at hne
    have hle := h.2 0 le_rfl
    rw [energy_zero] at hle
    exact absurd (energy_pos hb ha.ge (lt_of_le_of_ne h.1 (Ne.symm hne.1)) hne.2)
      (not_lt_of_ge hle)
  · have hz : 0 ≤ m ∧ energy a b m = 0 := by
      rcases h with h | h
      · exact ⟨h.ge, by rw [h, energy_zero]⟩
      · exact ⟨by rw [h]; exact (exp_pos _).le,
          by rw [h, energy_at_jump, ha, sub_self, mul_zero]⟩
    exact ⟨hz.1, fun x hx => by rw [hz.2]; exact energy_nonneg hb ha.ge hx⟩
  · -- a minimiser has negative energy, hence a nonzero moment
    obtain ⟨x, hx, hxneg⟩ := (exists_energy_neg_iff hb).mpr ha
    have hneg : energy a b m < 0 := (h.2 x hx.le).trans_lt hxneg
    have hpos : 0 < m := by
      refine lt_of_le_of_ne h.1 fun h0 => ?_
      rw [← h0, energy_zero] at hneg
      exact lt_irrefl _ hneg
    have hloc : IsLocalMin (energy a b) m :=
      Filter.mem_of_superset (Ioi_mem_nhds hpos) fun y hy => h.2 y (le_of_lt hy)
    -- stationarity combined with negative energy bounds the moment from below
    have hd := hloc.hasDerivAt_eq_zero (hasDerivAt_energy a b hpos)
    have hid : energy a b m = -(b * m ^ 4 * (log m + 1 / 2)) := by
      unfold energy
      linear_combination (m / 2) * hd
    have hc : 0 < b * m ^ 4 := by positivity
    have hlog : -1 / 2 < log m := by
      by_contra hn
      have hn' : 0 ≤ -(log m + 1 / 2) := by linarith [not_lt.mp hn]
      have hp := mul_nonneg hc.le hn'
      linarith
    exact (Real.lt_log_iff_exp_lt hpos).mp hlog

end

end StonerLogTransition
```

```lean
#print axioms StonerLogTransition.energy_at_critical
#print axioms StonerLogTransition.nonmagnetic_locally_stable
#print axioms StonerLogTransition.exists_equilibrium
#print axioms StonerLogTransition.first_order_transition
```

```
'StonerLogTransition.energy_at_critical' depends on axioms: [propext, Classical.choice, Quot.sound]
'StonerLogTransition.nonmagnetic_locally_stable' depends on axioms: [propext, Classical.choice, Quot.sound]
'StonerLogTransition.exists_equilibrium' depends on axioms: [propext, Classical.choice, Quot.sound]
'StonerLogTransition.first_order_transition' depends on axioms: [propext, Classical.choice, Quot.sound]
```
